# Repeated, independent passes through a crossing of diabats with slopes of opposite sign give product probability 2P/(1+P), for a fixed probability P of staying on the adiabat

Two diabatic curves, reactant and product, cross with slopes of opposite sign. The coupling is taken to be weak enough that the lower adiabat has a barrier near the crossing and the upper one has a well above it. A trajectory arrives from the reactant side, on the left, with an energy above that of the upper adiabat at the crossing, so that both adiabats are open to it there. Let P be the probability that it stays on its adiabatic surface in one pass, and take P = 1/2.

On the first pass, half of the ensemble stays on the lower adiabat and escapes as product. The other half hops to the upper adiabat, climbs to the right, turns round and meets the crossing again. On this second pass, half of it (1/4 of the ensemble) hops down and returns as reactant, while the other 1/4 stays up and moves to the left. That part turns round too. On the third pass 1/8 hops down as product and 1/8 stays up, on the right.

After three passes the product population is 1/2 + 1/8 = 5/8, the returned population is 1/4, and 1/8 is where half of the ensemble was two passes earlier. The process repeats on a smaller scale, and the populations tend to 2/3 and 1/3. For general P in 0 ≤ P ≤ 1 the limits are 2P/(1+P) and (1-P)/(1+P).

## The ensemble and the rule for one pass

```lean
import Mathlib

open Filter Topology

namespace RepeatedSurfaceCrossing

noncomputable section
```

The file loads the mathematical library Mathlib, makes the notation for limits available, and opens a namespace, which is a common prefix for the names that follow.

```lean
/-- Populations of an ensemble near a crossing: incoming on the reactant side, trapped on the
upper adiabat to the right or left of the crossing, escaped as product, returned as reactant. -/
@[ext]
structure Populations where
  incoming : ℝ
  upperRight : ℝ
  upperLeft : ℝ
  product : ℝ
  returned : ℝ
```

A `Populations` is a list of five real numbers. Write them as i (incoming), R (upper adiabat, right of the crossing), L (upper adiabat, left), p (product) and q (returned). The type itself doesn't require them to be nonnegative or to add up to one; for the ensemble studied here, with 0 ≤ P ≤ 1, both follow from the starting values and the rule.

```lean
/-- The whole ensemble approaches the crossing from the reactant side. -/
def start : Populations := ⟨1, 0, 0, 0, 0⟩
```

The starting state has i = 1 and everything else zero, so all later populations are fractions of the original ensemble.

```lean
/-- One pass through the crossing: each trajectory stays on its adiabatic surface with
probability `P` and hops to the other one with probability `1 - P`. -/
def pass (P : ℝ) (s : Populations) : Populations where
  incoming := 0
  upperRight := (1 - P) * s.incoming + P * s.upperLeft
  upperLeft := P * s.upperRight
  product := s.product + P * s.incoming + (1 - P) * s.upperLeft
  returned := s.returned + (1 - P) * s.upperRight
```

This definition contains the physics. With primes for the values after the pass, it says:

i′ = 0

R′ = (1-P) i + P L

L′ = P R

p′ = p + P i + (1-P) L

q′ = q + (1-P) R

A hop here is a change of adiabatic surface, which means staying on the same diabat. Since P is the probability of not hopping, weak electronic coupling means small P when the slopes and the velocity at the crossing are fixed.

The rule carries the idealisations of the model. P is a given number, the same at every pass, and isn't derived from the coupling, the slopes or the velocity. Passes are independent, so phases between successive passes are ignored. The upper adiabat is assumed to rise above the energy of the trajectory on both sides, and no energy is lost there, so a trapped trajectory always comes back to the crossing. An escaped trajectory is assumed never to come back, which is a separate assumption.

```lean
/-- The populations after a given number of passes. -/
def afterPasses (P : ℝ) : ℕ → Populations
  | 0 => start
  | n + 1 => pass P (afterPasses P n)
```

The state after n passes is defined by recursion: zero passes give `start`, and n+1 passes give one `pass` applied to the state after n. The index counts passes and not time.

## Two quantities that a pass leaves unchanged

```lean
/-- The total population of the ensemble. -/
def total (s : Populations) : ℝ :=
  s.incoming + s.upperRight + s.upperLeft + s.product + s.returned
```

The total is i + R + L + p + q.

```lean
/-- The product population plus the populations still in motion, weighted by `2P/(1+P)` for
incoming, `P/(1+P)` for upper right and `1/(1+P)` for upper left. -/
def productYield (P : ℝ) (s : Populations) : ℝ :=
  s.product + (2 * P * s.incoming + P * s.upperRight + s.upperLeft) / (1 + P)
```

The second quantity is

Y = p + (2P i + P R + L)/(1+P).

For P < 1 the weights are the probabilities of ending as product from each place. Call them a for upper right and b for upper left. From the right, the trajectory must first stay up, so a = P b. From the left, it either hops down to product or goes back to the right, so b = (1-P) + P a. Solving the two equations gives b = 1/(1+P) and a = P/(1+P). An incoming trajectory then has

P + (1-P) a = 2P/(1+P).

In the file these weights are simply a definition; the next theorems show what they do.

```lean
/-- A pass through the crossing conserves the total population. -/
theorem total_pass (P : ℝ) (s : Populations) : total (pass P s) = total s := by
  simp only [total, pass]
  ring
```

For every real P and every state, the total after a pass equals the total before it. Adding the five updated populations gives

(1-P) i + P L + P R + p + P i + (1-P) L + q + (1-P) R = i + R + L + p + q.

In the proof, `simp only` inserts the definitions and `ring` checks the algebra.

```lean
/-- A pass through the crossing leaves the weighted product yield unchanged. -/
theorem productYield_pass {P : ℝ} (hP : 0 ≤ P) (s : Populations) :
    productYield P (pass P s) = productYield P s := by
  have h : 1 + P ≠ 0 := by positivity
  simp only [productYield, pass]
  field_simp
  ring
```

For P ≥ 0, Y is unchanged as well. Inserting the rule gives

Y′ = p + P i + (1-P) L + (P(1-P) i + P² L + P R)/(1+P).

The coefficient of i is P + P(1-P)/(1+P) = 2P/(1+P). That of L is (1-P) + P²/(1+P) = 1/(1+P), and that of R is P/(1+P). These are the original weights. The hypothesis `hP` serves to show that 1+P is not zero, after which `field_simp` clears the denominators and `ring` finishes.

## How the series arise

```lean
/-- After `2n+1` passes the product and returned populations are partial sums of the two
multiple-crossing series, and the rest is on the upper adiabat to the right of the crossing. -/
theorem afterPasses_odd (P : ℝ) (n : ℕ) :
    afterPasses P (2 * n + 1) =
      ⟨0, (1 - P) * P ^ (2 * n), 0,
        P + ∑ k ∈ Finset.range n, (1 - P) ^ 2 * P ^ (2 * k + 1),
        ∑ k ∈ Finset.range n, (1 - P) ^ 2 * P ^ (2 * k)⟩ := by
  induction n with
  | zero => ext <;> simp [afterPasses, pass, start]
  | succ n ih =>
    -- two further passes make one round trip on the upper surface
    change pass P (pass P (afterPasses P (2 * n + 1))) = _
    rw [ih]
    ext <;> simp only [pass, Finset.sum_range_succ] <;> ring
```

After 2n+1 passes the state is

i = 0, R = (1-P) P²ⁿ, L = 0,

p = P + Σ (1-P)² P²ᵏ⁺¹,

q = Σ (1-P)² P²ᵏ,

with both sums over k = 0, …, n-1. This range is what `Finset.range n` means, and for n = 0 the sums are empty.

The argument is induction on n. One pass from the start gives R = 1-P and p = P, which is the case n = 0. For the step, apply two passes to a state with i = L = 0. The first sends (1-P) R to the returned population and P R to the left. The second sends (1-P) P R to product and P² R back to the right. With R = (1-P) P²ⁿ, the returned population gains (1-P)² P²ⁿ, the product gains (1-P)² P²ⁿ⁺¹, and R becomes (1-P) P²ⁿ⁺². These are the next terms of the series.

In Lean, `change` displays the two passes, `rw [ih]` inserts the induction hypothesis, and `ext` splits the equality of states into five equalities of numbers.

```lean
/-- After `n+1` passes nothing is incoming, and the two upper-surface populations are
nonnegative and add up to `(1-P) Pⁿ`. -/
theorem upper_population {P : ℝ} (h0 : 0 ≤ P) (h1 : P ≤ 1) (n : ℕ) :
    (afterPasses P (n + 1)).incoming = 0 ∧
    0 ≤ (afterPasses P (n + 1)).upperRight ∧
    0 ≤ (afterPasses P (n + 1)).upperLeft ∧
    (afterPasses P (n + 1)).upperRight + (afterPasses P (n + 1)).upperLeft
      = (1 - P) * P ^ n := by
  induction n with
  | zero => simp [afterPasses, pass, start, h1]
  | succ n ih =>
    obtain ⟨hi, hR, hL, hs⟩ := ih
    change 0 = (0 : ℝ) ∧
      0 ≤ (1 - P) * (afterPasses P (n + 1)).incoming + P * (afterPasses P (n + 1)).upperLeft ∧
      0 ≤ P * (afterPasses P (n + 1)).upperRight ∧
      (1 - P) * (afterPasses P (n + 1)).incoming + P * (afterPasses P (n + 1)).upperLeft
        + P * (afterPasses P (n + 1)).upperRight = (1 - P) * P ^ (n + 1)
    rw [hi, mul_zero, zero_add]
    refine ⟨rfl, mul_nonneg h0 hL, mul_nonneg h0 hR, ?_⟩
    rw [pow_succ]
    linear_combination P * hs
```

For 0 ≤ P ≤ 1, after n+1 passes nothing is incoming, R and L are nonnegative, and

R + L = (1-P) Pⁿ.

After the first pass R = 1-P and L = 0. From then on i = 0, so R′ + L′ = P L + P R = P (R + L), and each pass multiplies the upper population by P. The last line of the proof, `linear_combination P * hs`, is this multiplication of the induction hypothesis by P.

## Closed forms

```lean
/-- The return series sums to `(1-P)/(1+P)`. -/
theorem hasSum_return {P : ℝ} (h0 : 0 ≤ P) (h1 : P ≤ 1) :
    HasSum (fun n : ℕ => (1 - P) ^ 2 * P ^ (2 * n)) ((1 - P) / (1 + P)) := by
  rcases h1.eq_or_lt with rfl | hlt
  · have hz : (fun n : ℕ => ((1 : ℝ) - 1) ^ 2 * 1 ^ (2 * n)) = fun _ => 0 := by
      funext n
      simp
    rw [hz, sub_self, zero_div]
    exact hasSum_zero
  · -- geometric series with ratio P², one factor P for each pass of a round trip
    have hr : P ^ 2 < 1 := by nlinarith
    have h := (hasSum_geometric_of_lt_one (sq_nonneg P) hr).mul_left ((1 - P) ^ 2)
    have ha : 1 - P ≠ 0 := by linarith
    have hb : 1 + P ≠ 0 := by positivity
    have e : (1 - P) ^ 2 * (1 - P ^ 2)⁻¹ = (1 - P) / (1 + P) := by
      rw [show 1 - P ^ 2 = (1 - P) * (1 + P) by ring]
      field_simp
    rw [e] at h
    simpa only [pow_mul] using h
```

`HasSum f a` says that the series with terms f converges to a. For P < 1 the return series is geometric with ratio P²:

Σ (1-P)² P²ⁿ = (1-P)²/(1-P²) = (1-P)/(1+P).

For P = 1 every term is zero, and so is the right-hand side. The proof treats the two cases separately, because the geometric formula needs a ratio below one.

```lean
/-- The multiple-crossing series for product and return have the closed forms `2P/(1+P)` and
`(1-P)/(1+P)`, and together they sum to one. -/
theorem crossing_series {P : ℝ} (h0 : 0 ≤ P) (h1 : P ≤ 1) :
    P + ∑' n : ℕ, (1 - P) ^ 2 * P ^ (2 * n + 1) = 2 * P / (1 + P) ∧
    ∑' n : ℕ, (1 - P) ^ 2 * P ^ (2 * n) = (1 - P) / (1 + P) ∧
    (P + ∑' n : ℕ, (1 - P) ^ 2 * P ^ (2 * n + 1))
      + ∑' n : ℕ, (1 - P) ^ 2 * P ^ (2 * n) = 1 := by
  have hb : 1 + P ≠ 0 := by positivity
  have hr := hasSum_return h0 h1
  have hp : HasSum (fun n : ℕ => (1 - P) ^ 2 * P ^ (2 * n + 1))
      (P * ((1 - P) / (1 + P))) := by
    have e : (fun n : ℕ => (1 - P) ^ 2 * P ^ (2 * n + 1))
        = fun n : ℕ => P * ((1 - P) ^ 2 * P ^ (2 * n)) := by
      funext n
      ring
    rw [e]
    exact hr.mul_left P
  rw [hp.tsum_eq, hr.tsum_eq]
  refine ⟨?_, rfl, ?_⟩
  · field_simp
    ring
  · field_simp
    ring
```

The theorem has three parts, joined by `∧` ("and"), for 0 ≤ P ≤ 1. Each term of the product series is P times the corresponding term of the return series, hence

P + Σ (1-P)² P²ⁿ⁺¹ = P + P(1-P)/(1+P) = 2P/(1+P).

The second part is the return sum just found, and the third adds the two:

(2P + 1 - P)/(1+P) = 1.

The symbol `∑'` denotes an infinite sum and is set to zero when a series doesn't converge. The proof therefore establishes `HasSum` for both series first and reads the values from there.

## The long-run populations

```lean
/-- Under repeated passes through the crossing, the product population tends to `2P/(1+P)` and
the returned population tends to `(1-P)/(1+P)`. -/
theorem populations_tendsto {P : ℝ} (h0 : 0 ≤ P) (h1 : P ≤ 1) :
    Tendsto (fun n => (afterPasses P n).product) atTop (𝓝 (2 * P / (1 + P))) ∧
    Tendsto (fun n => (afterPasses P n).returned) atTop (𝓝 ((1 - P) / (1 + P))) := by
  have hb : 1 + P ≠ 0 := by positivity
  have hY : ∀ n, productYield P (afterPasses P n) = 2 * P / (1 + P) := by
    intro n
    induction n with
    | zero => simp [productYield, afterPasses, start]
    | succ n ih => exact (productYield_pass h0 _).trans ih
  have hT : ∀ n, total (afterPasses P n) = 1 := by
    intro n
    induction n with
    | zero => simp [total, afterPasses, start]
    | succ n ih => exact (total_pass P _).trans ih
  -- the upper surface empties
  have hd : Tendsto (fun n : ℕ => (1 - P) * P ^ n) atTop (𝓝 0) := by
    rcases h1.eq_or_lt with rfl | hlt
    · simp
    · simpa using (tendsto_pow_atTop_nhds_zero_of_lt_one h0 hlt).const_mul (1 - P)
  have hR : Tendsto (fun n => (afterPasses P (n + 1)).upperRight) atTop (𝓝 0) :=
    squeeze_zero (fun n => (upper_population h0 h1 n).2.1)
      (fun n => by linarith [(upper_population h0 h1 n).2.2.1,
        (upper_population h0 h1 n).2.2.2]) hd
  have hL : Tendsto (fun n => (afterPasses P (n + 1)).upperLeft) atTop (𝓝 0) :=
    squeeze_zero (fun n => (upper_population h0 h1 n).2.2.1)
      (fun n => by linarith [(upper_population h0 h1 n).2.1,
        (upper_population h0 h1 n).2.2.2]) hd
  -- the conserved yield then fixes the product population
  have hp : Tendsto (fun n => (afterPasses P (n + 1)).product) atTop
      (𝓝 (2 * P / (1 + P))) := by
    have h := (tendsto_const_nhds (x := 2 * P / (1 + P))).sub
      (((hR.const_mul P).add hL).div_const (1 + P))
    rw [mul_zero, add_zero, zero_div, sub_zero] at h
    refine h.congr (fun n => ?_)
    have c := hY (n + 1)
    unfold productYield at c
    rw [(upper_population h0 h1 n).1, mul_zero, zero_add] at c
    linarith
  refine ⟨(tendsto_add_atTop_iff_nat 1).mp hp, (tendsto_add_atTop_iff_nat 1).mp ?_⟩
  -- conservation of the total fixes the returned population
  have h := (((tendsto_const_nhds (x := (1 : ℝ))).sub hp).sub hR).sub hL
  have e : 1 - 2 * P / (1 + P) - 0 - 0 = (1 - P) / (1 + P) := by
    field_simp
    ring
  rw [e] at h
  refine h.congr (fun n => ?_)
  have c := hT (n + 1)
  unfold total at c
  rw [(upper_population h0 h1 n).1] at c
  linarith
```

`Tendsto … atTop (𝓝 x)` says that a sequence approaches x as the number of passes grows. For 0 ≤ P ≤ 1, the product population tends to 2P/(1+P) and the returned population to (1-P)/(1+P).

The derivation uses the two conserved quantities and not the series. At the start Y = 2P/(1+P) and the total is 1, so both keep these values after every pass; these are `hY` and `hT` in the proof. After the first pass i = 0, and solving for p and q gives

p = 2P/(1+P) - (P R + L)/(1+P),

q = 1 - p - R - L.

After n+1 passes, R and L each lie between 0 and (1-P) Pⁿ. This bound tends to zero: for P < 1 because Pⁿ does, and for P = 1 because the factor 1-P vanishes. Lean's `squeeze_zero` draws the conclusion for R and L. Then p tends to 2P/(1+P), and q tends to 1 - 2P/(1+P) = (1-P)/(1+P).

Since the bound on the upper population holds from the first pass onwards, the proof works with the sequence shifted by one, and `tendsto_add_atTop_iff_nat` removes the shift at the end.

In models of electron transfer, 2P/(1+P) plays the part of an electronic transmission factor for a single crossing with slopes of opposite sign and the same P at every pass. It goes from 0, where no trajectory changes diabat, to 1, where every trajectory follows the lower adiabat.

```lean
/-- The product probability `2P/(1+P)` lies below `2P` by at most `2P²`. -/
theorem weak_coupling_bounds {P : ℝ} (h0 : 0 ≤ P) :
    2 * P - 2 * P ^ 2 ≤ 2 * P / (1 + P) ∧ 2 * P / (1 + P) ≤ 2 * P := by
  have hb : 0 < 1 + P := by positivity
  constructor
  · rw [le_div_iff₀ hb]
    nlinarith [pow_nonneg h0 3]
  · rw [div_le_iff₀ hb]
    nlinarith [sq_nonneg P]

end

end RepeatedSurfaceCrossing
```

For P ≥ 0,

2P - 2P² ≤ 2P/(1+P) ≤ 2P.

By hand, the difference between 2P and the product probability is

2P - 2P/(1+P) = 2P²/(1+P),

which lies between 0 and 2P². Lean multiplies each inequality by the positive number 1+P instead. What remains is P³ ≥ 0 for the lower bound and P² ≥ 0 for the upper one, and `nlinarith` completes the argument from these facts.

At weak coupling the product probability is thus close to 2P, twice the value for a single pass. The first P comes from the first pass. The second comes from trajectories that hop up, stay up at the next pass and hop down to product at the third, with probability (1-P)² P.

```lean
#print axioms RepeatedSurfaceCrossing.afterPasses_odd
#print axioms RepeatedSurfaceCrossing.crossing_series
#print axioms RepeatedSurfaceCrossing.populations_tendsto
#print axioms RepeatedSurfaceCrossing.weak_coupling_bounds
```

```
'RepeatedSurfaceCrossing.afterPasses_odd' depends on axioms: [propext, Classical.choice, Quot.sound]
'RepeatedSurfaceCrossing.crossing_series' depends on axioms: [propext, Classical.choice, Quot.sound]
'RepeatedSurfaceCrossing.populations_tendsto' depends on axioms: [propext, Classical.choice, Quot.sound]
'RepeatedSurfaceCrossing.weak_coupling_bounds' depends on axioms: [propext, Classical.choice, Quot.sound]
```
